# The first-order change of a wave vector's length under strain

When a cell is deformed by `1 + t • ε`, a wave vector `K`, written as a row, becomes `K` times the inverse of that matrix. The lemma `hasDerivAt_len` says that for nonzero `K` the Euclidean length of the deformed vector has derivative −(K · εK)/|K| with respect to `t` at `t = 0`. Here `ε` is any real 3 × 3 matrix, not necessarily symmetric. The proof first differentiates the squared length, using the product rule on each component, and then takes the square root.

This version doesn't compile in Lean 4 with Mathlib:

```lean
import Mathlib

open Matrix Topology ComplexConjugate

namespace SChannelNonlocalStress

noncomputable section

/-- Euclidean length of a wave vector. -/
def len (v : Fin 3 → ℝ) : ℝ := Real.sqrt (v ⬝ᵥ v)

/-- The wave vector `K`, a row vector, after the cell is deformed by `1 + t ε`. -/
def strainedK (ε : Matrix (Fin 3) (Fin 3) ℝ) (t : ℝ) (K : Fin 3 → ℝ) : Fin 3 → ℝ :=
  K ᵥ* (1 + t • ε)⁻¹

/-- Without strain the wave vector is unchanged. -/
theorem strainedK_zero (ε : Matrix (Fin 3) (Fin 3) ℝ) (K : Fin 3 → ℝ) :
    strainedK ε 0 K = K := by
  simp [strainedK]

/-- If `g` is continuous at zero, then `t g(t)` has derivative `g(0)` there. -/
theorem hasDerivAt_id_mul {g : ℝ → ℝ} (hg : ContinuousAt g 0) :
    HasDerivAt (fun t => t * g t) (g 0) 0 := by
  rw [hasDerivAt_iff_tendsto_slope]
  refine (hg.tendsto.mono_left nhdsWithin_le_nhds).congr' ?_
  filter_upwards [self_mem_nhdsWithin] with t ht
  have h0 : t ≠ 0 := ht
  rw [slope_def_field, zero_mul, sub_zero, sub_zero, mul_div_cancel_left₀ _ h0]

/-- Each component of the wave vector changes at first order by minus that of `K ε`. -/
theorem hasDerivAt_strainedK (ε : Matrix (Fin 3) (Fin 3) ℝ) (K : Fin 3 → ℝ) (i : Fin 3) :
    HasDerivAt (fun t => strainedK ε t K i) (-(K ᵥ* ε) i) 0 := by
  have hA : Continuous (fun t : ℝ => 1 + t • ε) :=
    continuous_const.add (continuous_id.smul continuous_const)
  have hdet : (1 + (0 : ℝ) • ε).det ≠ 0 := by simp
  -- the inverse is continuous, being the adjugate over the determinant
  have hc : ContinuousAt (fun t => strainedK ε t (K ᵥ* ε) i) 0 := by
    have he : (fun t => strainedK ε t (K ᵥ* ε) i) = fun t : ℝ =>
        ((1 + t • ε).det)⁻¹ * ((K ᵥ* ε) ᵥ* (1 + t • ε).adjugate) i := by
      funext t
      rw [strainedK, Matrix.inv_def, Ring.inverse_eq_inv', Matrix.vecMul_smul,
        Pi.smul_apply, smul_eq_mul]
    rw [he]
    exact (hA.matrix_det.continuousAt.inv₀ hdet).mul ((continuous_apply i).comp
      (continuous_const.matrix_vecMul hA.matrix_adjugate)).continuousAt
  have key : (fun t => strainedK ε t K i) =ᶠ[𝓝 0]
      fun t => K i - t * strainedK ε t (K ᵥ* ε) i := by
    filter_upwards [hA.matrix_det.continuousAt.eventually_ne hdet] with t ht
    have h1 : (K ᵥ* (1 + t • ε)) ᵥ* (1 + t • ε)⁻¹ = K := by
      rw [Matrix.vecMul_vecMul, Matrix.mul_nonsing_inv _ (isUnit_iff_ne_zero.mpr ht),
        Matrix.vecMul_one]
    rw [Matrix.vecMul_add, Matrix.vecMul_one, Matrix.vecMul_smul, Matrix.add_vecMul,
      Matrix.smul_vecMul] at h1
    have h2 := congrFun h1 i
    simp only [Pi.add_apply, Pi.smul_apply, smul_eq_mul] at h2
    simp only [strainedK]
    linarith
  refine (((hasDerivAt_id_mul hc).const_sub (K i)).congr_of_eventuallyEq key).congr_deriv ?_
  simp only [strainedK_zero]

/-- The length of a nonzero wave vector has strain derivative `-(K · ε K) / |K|`. -/
theorem hasDerivAt_len (ε : Matrix (Fin 3) (Fin 3) ℝ) {K : Fin 3 → ℝ} (hK : K ≠ 0) :
    HasDerivAt (fun t => len (strainedK ε t K)) (-(K ⬝ᵥ ε *ᵥ K) / len K) 0 := by
  have hpos : K ⬝ᵥ K ≠ 0 := fun h => hK (dotProduct_self_eq_zero.mp h)
  have h2 : HasDerivAt (fun t => strainedK ε t K ⬝ᵥ strainedK ε t K)
      (-2 * (K ⬝ᵥ ε *ᵥ K)) 0 := by
    refine (HasDerivAt.fun_sum (u := Finset.univ) (fun (i : Fin 3) _ =>
      (hasDerivAt_strainedK ε K i).fun_mul (hasDerivAt_strainedK ε K i))).congr_deriv ?_
    simp only [strainedK_zero, Matrix.dotProduct_mulVec, dotProduct, Finset.mul_sum]
    exact Finset.sum_congr rfl fun i _ => by ring
  refine (h2.sqrt (by simpa only [strainedK_zero] using hpos)).congr_deriv ?_
  simp only [strainedK_zero, len]
  ring

end

end SChannelNonlocalStress
```

Messages:

```
Try this:
  [apply] ring_nf
  
  The `ring` tactic failed to close the goal. Use `ring_nf` to obtain a normal form.
    
  Note that `ring` works primarily in *commutative* rings. If you have a noncommutative ring, abelian group or module, consider using `noncomm_ring`, `abel` or `module` instead.
Main.lean:70:42: error: unsolved goals
ε : Matrix (Fin 3) (Fin 3) ℝ
K : Fin 3 → ℝ
hK : K ≠ 0
hpos : K ⬝ᵥ K ≠ 0
i : Fin 3
x✝ : i ∈ Finset.univ
⊢ -((K ᵥ* ε) i * K i * 2) = -(K i * (ε *ᵥ K) i * 2)
Main.lean:69:31: warning: This simp argument is unused:
  Matrix.dotProduct_mulVec

Hint: Omit it from the simp argument list.
  [apply] simp only [strainedK_zero, dotProduct, Finset.mul_sum]

Note: This linter can be disabled with `set_option linter.unusedSimpArgs false`
```

The repair, with which the file compiles:

```diff
@@ -67,5 +67,6 @@
     refine (HasDerivAt.fun_sum (u := Finset.univ) (fun (i : Fin 3) _ =>
       (hasDerivAt_strainedK ε K i).fun_mul (hasDerivAt_strainedK ε K i))).congr_deriv ?_
-    simp only [strainedK_zero, Matrix.dotProduct_mulVec, dotProduct, Finset.mul_sum]
+    rw [Matrix.dotProduct_mulVec]
+    simp only [strainedK_zero, dotProduct, Finset.mul_sum]
     exact Finset.sum_congr rfl fun i _ => by ring
   refine (h2.sqrt (by simpa only [strainedK_zero] using hpos)).congr_deriv ?_
```

What went wrong. The error is in the derivative of the squared length. The product rule gives a sum over terms in `(K ᵥ* ε) i * K i`, while the stated value contains `K ⬝ᵥ ε *ᵥ K`. The lemma `Matrix.dotProduct_mulVec` would rewrite this as `K ᵥ* ε ⬝ᵥ K`, but in the same `simp only` call `dotProduct` unfolded the product into a sum first. No dot product was then left for the lemma to match, which is why the warning calls it unused.

`Finset.sum_congr` then asked for the two sums to agree term by term. The goal left by `ring` equates `(K ᵥ* ε) i * K i` with `K i * (ε *ᵥ K) i`, up to a common factor. For a general `ε` these differ at a given `i`; only their sums over `i` are equal. `ring` can't prove such a goal, and the `ring_nf` it suggests wouldn't either.

The repair applies `Matrix.dotProduct_mulVec` by `rw` before `dotProduct` is unfolded. Both sums then contain `(K ᵥ* ε) i * K i`, and `ring` closes each term.
